# A mixture of two spin levels that has the prescribed mean S² gives a mean energy reachable under that constraint

The lemma concerns a finite ladder of levels with spins S = σ + i, where σ is any real number and each level has an arbitrary real energy. Levels `j` and `k` carry non-negative weights `u` and `v` that sum to one, and the weighted mean of S(S+1) equals its value at a target level `t`. The conclusion is that `u * E j + v * E k` belongs to the set of mean energies of all probability distributions on the ladder with that same mean S². The proof writes the mixture as a distribution over all the levels, using `if` expressions that put `u` on `j` and `v` on `k` (and both on the one level if `j = k`). An auxiliary identity `key` evaluates sums against this distribution and serves for the normalisation, the mean S² and the energy, while non-negativity is checked by cases.

Lean 4 with Mathlib refuses this proof:

```lean
import Mathlib

open Finset

namespace TwoLevelMem

/-- The eigenvalue S(S+1) of total S² for the spin S = σ + i, the i-th rung of a spin ladder
that starts at σ. -/
def spinSq (σ : ℝ) (i : ℕ) : ℝ := (σ + i) * (σ + i + 1)

/-- Probabilities on the levels of a spin ladder whose mean S² equals the S² eigenvalue of the
target level `t`. -/
structure SpinEnsemble {n : ℕ} (σ : ℝ) (t : Fin n) (p : Fin n → ℝ) : Prop where
  nonneg : ∀ i, 0 ≤ p i
  sum_one : ∑ i, p i = 1
  mean : ∑ i, p i * spinSq σ i = spinSq σ t

/-- The mean energy of an ensemble with weights `p` on levels of energies `E`. -/
def meanEnergy {n : ℕ} (E p : Fin n → ℝ) : ℝ := ∑ i, p i * E i

/-- All mean energies that can be reached when only the expectation value of S² is constrained
to that of level `t`. -/
def ensembleEnergies {n : ℕ} (σ : ℝ) (E : Fin n → ℝ) (t : Fin n) : Set ℝ :=
  {e | ∃ p, SpinEnsemble σ t p ∧ meanEnergy E p = e}

/-- A mixture of two levels `j` and `k` with the prescribed mean S² contributes its mean energy
to the reachable energies. -/
theorem two_level_mem {n : ℕ} {σ : ℝ} (E : Fin n → ℝ) {t : Fin n} (j k : Fin n) {u v : ℝ}
    (hu : 0 ≤ u) (hv : 0 ≤ v) (huv : u + v = 1)
    (hs : u * spinSq σ j + v * spinSq σ k = spinSq σ t) :
    u * E j + v * E k ∈ ensembleEnergies σ E t := by
  have key : ∀ f : Fin n → ℝ,
      ∑ i, ((if i = j then u else 0) + (if i = k then v else 0)) * f i = u * f j + v * f k := by
    intro f
    simp [add_mul, ite_mul, Finset.sum_add_distrib]
  refine ⟨fun i => (if i = j then u else 0) + (if i = k then v else 0), ⟨?_, ?_, ?_⟩, key E⟩
  · intro i
    dsimp only
    split_ifs <;> linarith
  · have h1 := key (fun _ => 1)
    simp only [mul_one] at h1
    exact h1.trans huv
  · exact (key (fun i => spinSq σ i)).trans hs

end TwoLevelMem
```

Messages:

```
Main.lean:38:4: error: `dsimp` made no progress
```

Fix (accepted with no message):

```diff
@@ -36,5 +36,5 @@
   refine ⟨fun i => (if i = j then u else 0) + (if i = k then v else 0), ⟨?_, ?_, ?_⟩, key E⟩
   · intro i
-    dsimp only
+
     split_ifs <;> linarith
   · have h1 := key (fun _ => 1)
```

Cause. The error is in the proof that every weight is non-negative. The weights are given as a function `fun i => ...`, and the line `dsimp only` was there to turn that function applied to `i` into the explicit sum of two `if` expressions. With no lemmas supplied, `dsimp only` can do only basic reductions of this kind, and it fails if it leaves the goal unchanged. The message "`dsimp` made no progress" therefore says that there was nothing left to reduce: after `intro i` the goal already showed the sum explicitly. The mathematics was not at fault.

The repair deletes the line. `split_ifs` then works directly on the two conditions `i = j` and `i = k`, and `linarith` proves each resulting inequality from `0 ≤ u` and `0 ≤ v`. The blank line left in its place has no effect.
